# Capping the total quanta at N keeps binomial(N+n, n) of (N+1)ⁿ vibrational product functions, a fraction that tends to 1/n!

I am setting up a variational calculation of the vibrational levels of a bent triatomic molecule, which has three modes. My basis consists of products of one-mode functions with at most $N$ quanta in each mode, and I prune it by keeping only products with at most $N$ quanta in total. For $N=5$, $10$ and $20$ this keeps 56 of 216, 286 of 1331 and 1771 of 9261 functions, or about 26%, 21% and 19%. I had expected the kept fraction to go to zero as the basis grows, but it seems to level off. Does it, and where? And does the cap on each single mode remove anything that the cap on the total would have allowed?

## For three modes the fraction levels off at 1/6

The fraction tends to $1/3!=1/6$ and is never below it. The single-mode cap removes nothing further: if the total is at most $N$, so is every entry.

For $n$ modes, label a product function by its quantum numbers $v=(v_0,\dots,v_{n-1})$, and let $B(n,N)$ be the number of labels with $\sum_i v_i\le N$. With no modes there is one empty label, so $B(0,N)=1$. For $n+1$ modes, put $k$ quanta in the first; the other $n$ modes then share at most $N-k$. Hence

$$B(n+1,N)=\sum_{k=0}^{N}B(n,N-k).$$

Suppose that $B(n,M)=\binom{M+n}{n}$ for every $M$. We then need the hockey-stick identity

$$\sum_{k=0}^{N}\binom{N-k+n}{n}=\binom{N+n+1}{n+1}.$$

At $N=0$ both sides are 1. Going from $N$ to $N+1$ adds the term $\binom{N+1+n}{n}$ to the old sum, and Pascal's rule gives

$$\binom{N+1+n}{n}+\binom{N+n+1}{n+1}=\binom{N+n+2}{n+1}.$$

So $B(n,N)=\binom{N+n}{n}$ for all $n$ and $N$. Since

$$\binom{N+n}{n}\,n!=\frac{(N+n)!}{N!}=\prod_{j=0}^{n-1}(N+1+j),$$

division by $n!\,(N+1)^n$ gives the kept fraction

$$\frac{\binom{N+n}{n}}{(N+1)^n}=\frac{1}{n!}\prod_{j=0}^{n-1}\left(1+\frac{j}{N+1}\right).$$

At fixed $n$ this is a product of a fixed number of factors, each tending to 1, so the fraction tends to $1/n!$. Every factor is at least 1, which gives the lower bound at finite $N$.

Take $n=3$ and $N=2$. With 0, 1 or 2 quanta in the first mode, the other two modes allow 6, 3 or 1 labels, 10 in all, out of $3^3=27$. The product formula agrees: $\frac16\cdot1\cdot\frac43\cdot\frac53=\frac{10}{27}$.

The same sorting also counts the labels with exactly $N$ quanta when $n\ge1$. Choose the other $n-1$ modes with total at most $N$, and the first mode must take the remainder. There are therefore $\binom{N+n-1}{n-1}$ such labels, the degeneracy of the $N$-quantum level of $n$ harmonic oscillators of equal frequency.

## The counts and the limit in Lean

```lean
import Mathlib

open Filter Topology

namespace VibrationalBasisPruning

/-- The product basis of `n` vibrational modes: all tuples of quantum numbers in which
each mode carries at most `N` quanta. -/
def productBasis (n N : ℕ) : Finset (Fin n → ℕ) :=
  Fintype.piFinset fun _ => Finset.range (N + 1)

/-- The pruned basis: the members of the product basis whose total excitation is
at most `N` quanta. -/
def prunedBasis (n N : ℕ) : Finset (Fin n → ℕ) :=
  (productBasis n N).filter fun v => ∑ i, v i ≤ N

/-- The fraction of the product basis that survives pruning by total quanta. -/
noncomputable def pruningRatio (n N : ℕ) : ℝ :=
  ((prunedBasis n N).card : ℝ) / ((productBasis n N).card : ℝ)

/-- The pruned basis contains exactly the tuples of natural numbers with total
excitation at most `N`. -/
theorem mem_prunedBasis {n N : ℕ} {v : Fin n → ℕ} :
    v ∈ prunedBasis n N ↔ ∑ i, v i ≤ N := by
  simp only [prunedBasis, productBasis, Finset.mem_filter, Fintype.mem_piFinset,
    Finset.mem_range]
  refine ⟨fun h => h.2, fun h => ⟨fun i => ?_, h⟩⟩
  -- a single mode cannot carry more quanta than the whole molecule
  have hi := Finset.single_le_sum (f := v) (fun j _ => Nat.zero_le _) (Finset.mem_univ i)
  omega

/-- The product basis of `n` modes has `(N + 1) ^ n` members. -/
theorem card_productBasis (n N : ℕ) : (productBasis n N).card = (N + 1) ^ n := by
  simp [productBasis]

/-- For `k ≤ N`, the pruned basis of `n + 1` modes with at most `N` quanta has as many members with
exactly `k` quanta in the first mode as the pruned basis of `n` modes with at most `N - k` quanta
has in all. -/
theorem card_first_mode_fixed (n N k : ℕ) (hk : k ≤ N) :
    ((prunedBasis (n + 1) N).filter fun v => v 0 = k).card
      = (prunedBasis n (N - k)).card := by
  symm
  apply Finset.card_bij (fun w _ => (Fin.cons k w : Fin (n + 1) → ℕ))
  · intro w hw
    have hw' := mem_prunedBasis.1 hw
    refine Finset.mem_filter.2 ⟨mem_prunedBasis.2 ?_, rfl⟩
    rw [Fin.sum_univ_succ]
    simp only [Fin.cons_zero, Fin.cons_succ]
    omega
  · intro a _ b _ h
    funext i
    have hi := congrFun h i.succ
    simpa using hi
  · intro v hv
    obtain ⟨hv1, hv2⟩ := Finset.mem_filter.1 hv
    have h0 : v 0 = k := hv2
    have hs := mem_prunedBasis.1 hv1
    rw [Fin.sum_univ_succ] at hs
    refine ⟨fun i => v i.succ, mem_prunedBasis.2 ?_, ?_⟩
    · show ∑ i : Fin n, v i.succ ≤ N - k
      omega
    · funext i
      refine Fin.cases ?_ (fun j => ?_) i
      · simp [h0]
      · simp

/-- Hockey-stick identity: summing the binomial counts for `N - k` quanta over
`k = 0, …, N` gives the binomial count for one more mode. -/
theorem sum_choose_remaining (n N : ℕ) :
    ∑ k ∈ Finset.range (N + 1), (N - k + n).choose n = (N + (n + 1)).choose (n + 1) := by
  induction N with
  | zero => simp
  | succ N ih =>
    rw [Finset.sum_range_succ']
    simp only [Nat.add_sub_add_right, Nat.sub_zero]
    -- Pascal's rule joins the two contributions
    have h := Nat.choose_succ_succ' (N + 1 + n) n
    have e : N + (n + 1) = N + 1 + n := by omega
    rw [ih, e, ← Nat.add_assoc (N + 1) n 1, h]
    exact Nat.add_comm _ _

/-- Exactly `binomial (N + n, n)` tuples of `n` vibrational quantum numbers have total
excitation at most `N`. -/
theorem card_prunedBasis (n N : ℕ) : (prunedBasis n N).card = (N + n).choose n := by
  induction n generalizing N with
  | zero => simp [prunedBasis, productBasis]
  | succ n ih =>
    have hmaps : Set.MapsTo (fun v : Fin (n + 1) → ℕ => v 0)
        (↑(prunedBasis (n + 1) N) : Set (Fin (n + 1) → ℕ))
        (↑(Finset.range (N + 1)) : Set ℕ) := by
      intro v hv
      have hs := mem_prunedBasis.1 (Finset.mem_coe.1 hv)
      rw [Fin.sum_univ_succ] at hs
      refine Finset.mem_coe.2 (Finset.mem_range.2 ?_)
      show v 0 < N + 1
      omega
    -- sort the basis functions by the excitation of the first mode
    refine (Finset.card_eq_sum_card_fiberwise hmaps).trans ?_
    rw [← sum_choose_remaining n N]
    refine Finset.sum_congr rfl fun k hk => ?_
    have hk' : k ≤ N := Nat.lt_succ_iff.1 (Finset.mem_range.1 hk)
    exact (card_first_mode_fixed n N k hk').trans (ih (N - k))

/-- The binomial count times `n!` is the product of the `n` consecutive integers
starting at `N + 1`. -/
theorem choose_mul_factorial (n N : ℕ) :
    (N + n).choose n * n.factorial = ∏ j ∈ Finset.range n, (N + 1 + j) := by
  induction n with
  | zero => simp
  | succ n ih =>
    have h := Nat.add_one_mul_choose_eq (N + n) n
    rw [Finset.prod_range_succ, ← ih, Nat.factorial_succ, ← Nat.add_assoc N n 1]
    calc (N + n + 1).choose (n + 1) * ((n + 1) * n.factorial)
        = ((N + n + 1).choose (n + 1) * (n + 1)) * n.factorial := by ring
      _ = ((N + n + 1) * (N + n).choose n) * n.factorial := by rw [h]
      _ = (N + n).choose n * n.factorial * (N + 1 + n) := by ring

/-- The surviving fraction at finite `N` is `1 / n!` times the product of the factors
`1 + j / (N + 1)` for `j = 0, …, n - 1`. -/
theorem pruningRatio_eq (n N : ℕ) :
    pruningRatio n N
      = (∏ j ∈ Finset.range n, (1 + (j : ℝ) / ((N : ℝ) + 1))) / (n.factorial : ℝ) := by
  have hf : (n.factorial : ℝ) ≠ 0 := by exact_mod_cast n.factorial_ne_zero
  have hp : ((N : ℝ) + 1) ^ n ≠ 0 := by positivity
  have h : ((N + n).choose n : ℝ) * (n.factorial : ℝ)
      = ∏ j ∈ Finset.range n, ((N : ℝ) + 1 + (j : ℝ)) := by
    exact_mod_cast choose_mul_factorial n N
  -- take one factor N + 1 out of each term
  have h2 : ∏ j ∈ Finset.range n, (1 + (j : ℝ) / ((N : ℝ) + 1))
      = (∏ j ∈ Finset.range n, ((N : ℝ) + 1 + (j : ℝ))) / ((N : ℝ) + 1) ^ n := by
    have hc : ((N : ℝ) + 1) ^ n = ∏ _j ∈ Finset.range n, ((N : ℝ) + 1) := by simp
    rw [eq_div_iff hp, hc, ← Finset.prod_mul_distrib]
    refine Finset.prod_congr rfl fun j _ => ?_
    field_simp
  rw [pruningRatio, card_prunedBasis, card_productBasis, h2, ← h]
  push_cast
  field_simp

/-- At every finite `N` the pruned basis keeps at least the fraction `1 / n!` of the
product basis. -/
theorem inv_factorial_le_pruningRatio (n N : ℕ) :
    1 / (n.factorial : ℝ) ≤ pruningRatio n N := by
  have h : (1 : ℝ) ≤ ∏ j ∈ Finset.range n, (1 + (j : ℝ) / ((N : ℝ) + 1)) :=
    Finset.prod_induction _ (fun x : ℝ => 1 ≤ x)
      (fun a b ha hb => by nlinarith) le_rfl
      (fun j _ => le_add_of_nonneg_right (by positivity))
  rw [pruningRatio_eq]
  gcongr

/-- For a fixed number `n` of modes, the fraction of the product basis kept by
total-quanta pruning tends to `1 / n!` as `N` grows. -/
theorem tendsto_pruningRatio (n : ℕ) :
    Tendsto (fun N : ℕ => pruningRatio n N) atTop (𝓝 (1 / (n.factorial : ℝ))) := by
  -- each factor of the exact ratio tends to one
  have h1 : ∀ j ∈ Finset.range n,
      Tendsto (fun N : ℕ => 1 + (j : ℝ) / ((N : ℝ) + 1)) atTop (𝓝 (1 : ℝ)) := by
    intro j _
    have h := ((tendsto_one_div_add_atTop_nhds_zero_nat (𝕜 := ℝ)).const_mul
      (j : ℝ)).const_add 1
    simpa only [mul_one_div, mul_zero, add_zero] using h
  have h2 : Tendsto (fun N : ℕ => ∏ j ∈ Finset.range n, (1 + (j : ℝ) / ((N : ℝ) + 1)))
      atTop (𝓝 (∏ _j ∈ Finset.range n, (1 : ℝ))) := tendsto_finsetProd _ h1
  rw [Finset.prod_const_one] at h2
  exact (h2.div_const (n.factorial : ℝ)).congr fun N => (pruningRatio_eq n N).symm

end VibrationalBasisPruning
```

```lean
#print axioms VibrationalBasisPruning.inv_factorial_le_pruningRatio
#print axioms VibrationalBasisPruning.tendsto_pruningRatio
```

```
'VibrationalBasisPruning.inv_factorial_le_pruningRatio' depends on axioms: [propext, Classical.choice, Quot.sound]
'VibrationalBasisPruning.tendsto_pruningRatio' depends on axioms: [propext, Classical.choice, Quot.sound]
```

A label is a function `Fin n → ℕ`, with modes numbered from 0, so the first mode is `v 0`. `productBasis n N` is the finite set of labels with every entry at most $N$, and `prunedBasis n N` is its subset with total at most $N$. The theorem `mem_prunedBasis` answers the question about the two caps: a label belongs to the pruned basis exactly when its total is at most $N$.

The sizes are given by `card_prunedBasis` and `card_productBasis`. Their quotient, taken in the real numbers, is `pruningRatio n N`. Its exact value is in `pruningRatio_eq`, the bound from below in `inv_factorial_le_pruningRatio`, and the limit at fixed `n` in `tendsto_pruningRatio`, where `atTop` means that $N$ grows without bound and `𝓝` denotes the neighbourhoods of the limit. The theorems hold for every natural `n`; for zero or one mode the fraction is 1 and pruning saves nothing.

These are statements about labels, so they apply to any one-mode functions numbered from 0. They give the size of the full matrix, before any splitting by symmetry, in a vibrational configuration-interaction calculation that uses all the functions of this pruned basis, with the same cap $N$ on each mode and on the unweighted total. They say nothing about how accurate the pruned levels are, or about schemes that weight the modes by frequency.

## From sorting by one mode to the limit

`mem_prunedBasis` uses `Finset.single_le_sum`: one entry of a label cannot exceed the sum of all entries.

`card_first_mode_fixed` is the step with $k$ quanta in the first mode. The map `Fin.cons k` puts $k$ in front of a label for $n$ modes. `Finset.card_bij` asks for three checks: that the new label respects the limit $N$, that different labels stay different, and that every label starting with $k$ arises in this way.

`sum_choose_remaining` is the hockey-stick identity by induction on $N$. `Finset.sum_range_succ'` splits off the term $k=0$, and `Nat.choose_succ_succ'` is Pascal's rule.

`card_prunedBasis` is the induction on the number of modes. It is stated with `generalizing N` because the hypothesis is needed at every limit $N-k$. `Finset.card_eq_sum_card_fiberwise` sorts the labels by `v 0`, and the two previous lemmas finish the count.

`choose_mul_factorial` obtains the product of consecutive integers by induction on $n$, from $(n+1)\binom{N+n+1}{n+1}=(N+n+1)\binom{N+n}{n}$. `pruningRatio_eq` then takes a factor $N+1$ out of each term.

For the lower bound, `Finset.prod_induction` carries "at least 1" from the factors to their product. For the limit, `tendsto_finsetProd` combines the limits of the factors, `div_const` divides by $n!$, and `congr` replaces the formula by `pruningRatio`.
